# A polynomial in a finite matrix acts on an eigenvector as its value at the eigenvalue

If a vector `v` satisfies Hv = xv, then p(H)v = p(x)v for every polynomial p. In physical terms, a polynomial in a Hamiltonian acts on a state of definite energy as a number, the polynomial's value at that energy. Here `H` is a finite complex matrix, not required to be Hermitian, while `x` and the coefficients of p are real; `v` need not be normalised and may even be zero. The attempt goes by induction on the polynomial: constants, sums, and the step from aXᵐ to aXᵐ⁺¹, where one more factor of `H` acts on `v` and brings out a factor x.

This version doesn't compile in Lean 4 with Mathlib:

```lean
import Mathlib

open Polynomial (C X aeval)
open scoped Polynomial Matrix

namespace AevalMulVec

noncomputable section

variable {n ι : Type*} [Fintype n] [DecidableEq n] [Fintype ι] [DecidableEq ι]

/-- On an eigenvector of `H` with eigenvalue `x`, the matrix `p(H)` acts as the number `p(x)`. -/
theorem aeval_mulVec {H : Matrix n n ℂ} {x : ℝ} {v : n → ℂ} (hv : H *ᵥ v = x • v)
    (p : ℝ[X]) : aeval H p *ᵥ v = p.eval x • v := by
  induction p using Polynomial.induction_on with
  | C a =>
    rw [Polynomial.aeval_C, Algebra.algebraMap_eq_smul_one, Matrix.smul_mulVec,
      Matrix.one_mulVec, Polynomial.eval_C]
  | add p q hp hq => rw [map_add, Matrix.add_mulVec, hp, hq, Polynomial.eval_add, add_smul]
  | monomial m a ih =>
    rw [pow_succ, ← mul_assoc, map_mul, Polynomial.aeval_X, ← Matrix.mulVec_mulVec, hv,
      Matrix.mulVec_smul, ih, smul_smul, Polynomial.eval_mul, Polynomial.eval_X, mul_comm x]

end

end AevalMulVec
```

The compiler's answer:

```
Main.lean:22:62: error: Tactic `rewrite` failed: Did not find an occurrence of the pattern
  Polynomial.eval ?m.198 X
in the target expression
  (x * (Polynomial.eval x (C a) * Polynomial.eval x (X ^ m))) • v = Polynomial.eval x (C a * X ^ m * X) • v

case monomial
n : Type u_1
inst✝¹ : Fintype n
inst✝ : DecidableEq n
H : Matrix n n ℂ
x : ℝ
v : n → ℂ
hv : H *ᵥ v = x • v
m : ℕ
a : ℝ
ih : (aeval H) (C a * X ^ m) *ᵥ v = Polynomial.eval x (C a * X ^ m) • v
⊢ (x * (Polynomial.eval x (C a) * Polynomial.eval x (X ^ m))) • v = Polynomial.eval x (C a * X ^ m * X) • v
```

Cause. The error is in the `monomial` case, where `rw` finds no evaluation of a bare `X` to which `Polynomial.eval_X` could apply. The step before it, `Polynomial.eval_mul`, had worked in the wrong place. `rw` fixes a lemma's variables at the first match and rewrites only copies of that instance. The match was `C a * X ^ m` on the left, brought in by `ih`, so that evaluation was split into two factors. The evaluation of `C a * X ^ m * X` on the right is a different instance and stayed whole, with its last `X` still inside the product.

The repair stops the `rw` after `smul_smul`. `congr 1` then removes the common vector `v`, leaving an equation between real numbers. `simp only` applies `Polynomial.eval_mul` wherever it fits, as often as needed, so the right side is split too and `Polynomial.eval_X` turns its last factor into `x`. The two sides now differ only in the order and grouping of their factors, which `ring` settles, replacing `mul_comm x`.

The mended proof, as a diff:

```diff
@@ -20,5 +20,8 @@
   | monomial m a ih =>
     rw [pow_succ, ← mul_assoc, map_mul, Polynomial.aeval_X, ← Matrix.mulVec_mulVec, hv,
-      Matrix.mulVec_smul, ih, smul_smul, Polynomial.eval_mul, Polynomial.eval_X, mul_comm x]
+      Matrix.mulVec_smul, ih, smul_smul]
+    congr 1
+    simp only [Polynomial.eval_mul, Polynomial.eval_X]
+    ring
 
 end
```
